# A geometric error bound for Lanczos Green functions of bounded Hermitian operators

Here the Lanczos matrix comes from the three-term recursion itself, without rounding: $v_0=0$, $v_1=d$, and $v_{k+2}$ is the normalised residual of $Hv_{k+1}$ after removing its $v_{k+1}$ and $v_k$ components. The residual's norm is `coupling H d k`; $T_{ij}=\langle v_{i+1},Hv_{j+1}\rangle$, $0\le i,j<n$.

## The bound and its use in BSE spectra

Let $H$ be bounded and self-adjoint on a complex Hilbert space, $\|d\|=1$, $\eta>0$, $n\ge1$, $z=w+i\eta$ with $w$ real, and the couplings inside $T$ nonzero. If $\|H-w\|\le Y$ (all energies lie within $Y$ of $w$), then
$$|\langle d,(z-H)^{-1}d\rangle-[(z-T)^{-1}]_{00}|\le\tfrac2\eta r^n,\quad r=\tfrac{Y^2}{Y^2+\eta^2}.$$

For Tamm–Dancoff Bethe–Salpeter spectra with static screening and real quasiparticle energies, $H$ is Hermitian, and the bound gives an iteration count sufficient for a chosen error at broadening $\eta$. For $Y\gg\eta$ this count grows roughly as $(Y/\eta)^2$ and can far exceed the number needed.

Example: $H=\begin{pmatrix}0&1\\1&0\end{pmatrix}$, $d=(1,0)$, $w=0$, $\eta=Y=1$, $n=1$. The values are $-i/2$ and $-i$: error $1/2$, bound $1$.

## One polynomial for both Green functions

By induction $v_1,\dots,v_n$ are orthonormal (`vec_normalized`, `vec_orthogonal`). The residual of $Hv_{k+1}$ has no $v_k$ or $v_{k+1}$ component by construction, and for $i<k-1$, $\langle v_{i+1},Hv_{k+1}\rangle=\langle Hv_{i+1},v_{k+1}\rangle=0$, since $Hv_{i+1}$ is a combination of $v_i$, $v_{i+1}$ and $v_{i+2}$.

Put $A=H-w$, $B=T-w$, and let the isometry $V$ send coordinates to Lanczos vectors, $Ve=d$. By `krylov_mem`, $A^kd$ lies in its range for $k<n$, so $VB^ke=A^kd$. For $i,j<n$,
$$\langle e,B^{i+j+1}e\rangle=\langle B^ie,BB^je\rangle=\langle d,A^{i+j+1}d\rangle.$$
Polynomial expectations therefore agree below degree $2n$ (`moments_match`).

With $S=(Y^2-A^2)/(Y^2+\eta^2)$,
$$\|(Y^2-A^2)x\|^2=Y^4\|x\|^2-2Y^2\|Ax\|^2+\|A^2x\|^2\le Y^4\|x\|^2,$$
so $\|S\|\le r$ (`norm_damping_le`). Since $1-S=-(i\eta+A)(i\eta-A)/(Y^2+\eta^2)$, the geometric sum
$$p(A)=-\frac{i\eta+A}{Y^2+\eta^2}\sum_{k<n}S^k$$
has degree below $2n$ and satisfies $p(A)(i\eta-A)=1-S^n$ (`exists_approximant`).

If $(i\eta-A)u=d$, then $p(A)d=u-S^nu$. From $\operatorname{Im}\langle u,(i\eta-A)u\rangle=\eta\|u\|^2$ follows $\|u\|\le1/\eta$ (`broadening_gap`), so $p$ errs by at most $r^n/\eta$ (`approximant_error`). The compression $B$ is Hermitian with $\|B\|\le Y$, so the same holds for it. The final theorem proves both inverses exist and applies the triangle inequality.

In Lean 4 with Mathlib:

```lean
import Mathlib

open Polynomial
open scoped InnerProductSpace

namespace LanczosResolvent

noncomputable section

variable {E F : Type*} [NormedAddCommGroup E] [InnerProductSpace ℂ E]
  [NormedAddCommGroup F] [InnerProductSpace ℂ F]

/-- What is left of `H v` after removing its components along `v` and the previous vector `u` (meant
for orthogonal `u` and `v`, with `v` of norm one and `u` of norm one or zero). -/
def residual (H : E →ₗ[ℂ] E) (u v : E) : E := H v - ⟪v, H v⟫_ℂ • v - ⟪u, H v⟫_ℂ • u

/-- The Lanczos vectors `v 0 = 0`, `v 1 = d`, and then the normalized residuals
(meant for nonzero residuals). -/
def vec (H : E →ₗ[ℂ] E) (d : E) : ℕ → E
  | 0 => 0
  | 1 => d
  | k + 2 => ((‖residual H (vec H d k) (vec H d (k + 1))‖⁻¹ : ℝ) : ℂ) •
      residual H (vec H d k) (vec H d (k + 1))

/-- The coupling between the Lanczos vectors `k + 1` and `k + 2`: the norm of the residual. -/
def coupling (H : E →ₗ[ℂ] E) (d : E) (k : ℕ) : ℝ := ‖residual H (vec H d k) (vec H d (k + 1))‖

/-- The Lanczos matrix: matrix elements of `H` between the first `n` Lanczos vectors. -/
def lanczosMatrix (H : E →ₗ[ℂ] E) (d : E) (n : ℕ) : Matrix (Fin n) (Fin n) ℂ :=
  Matrix.of fun i j => ⟪vec H d (i + 1), H (vec H d (j + 1))⟫_ℂ

variable {H : E →ₗ[ℂ] E} {d : E} {n : ℕ}

/-- Three-term recurrence: for a nonzero coupling, `H` links a Lanczos vector only to itself
and its two neighbours. -/
theorem recurrence {k : ℕ} (hb : coupling H d k ≠ 0) :
    H (vec H d (k + 1)) = ⟪vec H d (k + 1), H (vec H d (k + 1))⟫_ℂ • vec H d (k + 1) +
      ⟪vec H d k, H (vec H d (k + 1))⟫_ℂ • vec H d k +
      (coupling H d k : ℂ) • vec H d (k + 2) := by
  have h : (coupling H d k : ℂ) • vec H d (k + 2) =
      residual H (vec H d k) (vec H d (k + 1)) := by
    change (coupling H d k : ℂ) • (((coupling H d k)⁻¹ : ℝ) : ℂ) • residual H _ _ = _
    rw [smul_smul, ← Complex.ofReal_mul, mul_inv_cancel₀ hb, Complex.ofReal_one, one_smul]
  rw [h, residual]
  abel

/-- From a unit start vector and with nonzero couplings, the Lanczos vectors number `1` to `n` are
normalized. -/
theorem vec_normalized (hd : ‖d‖ = 1) (hb : ∀ k, k + 1 < n → coupling H d k ≠ 0)
    (k : ℕ) (hk : k < n) : ⟪vec H d (k + 1), vec H d (k + 1)⟫_ℂ = 1 := by
  have h : ‖vec H d (k + 1)‖ = 1 := by
    cases k with
    | zero => exact hd
    | succ k =>
      change ‖(((coupling H d k)⁻¹ : ℝ) : ℂ) • residual H _ _‖ = 1
      rw [norm_smul, Complex.norm_real, norm_inv, coupling, norm_norm]
      exact inv_mul_cancel₀ (hb k hk)
  rw [inner_self_eq_norm_sq_to_K, h]
  simp

/-- For Hermitian `H`, a unit start vector and nonzero couplings, the three-term recursion makes the
Lanczos vectors up to number `n` mutually orthogonal. -/
theorem vec_orthogonal (hH : H.IsSymmetric) (hd : ‖d‖ = 1)
    (hb : ∀ k, k + 1 < n → coupling H d k ≠ 0) (j : ℕ) :
    j ≤ n → ∀ i < j, ⟪vec H d i, vec H d j⟫_ℂ = 0 := by
  have h0 : vec H d 0 = 0 := rfl
  induction j using Nat.strong_induction_on with
  | _ j ih =>
    intro hj i hi
    obtain _ | i := i
    · rw [h0, inner_zero_left]
    obtain _ | _ | k := j
    · omega
    · omega
    have key : ⟪vec H d (i + 1), residual H (vec H d k) (vec H d (k + 1))⟫_ℂ = 0 := by
      rw [residual, inner_sub_right, inner_sub_right, inner_smul_right, inner_smul_right]
      have hk := ih (k + 1) (by omega) (by omega)
      rcases (by omega : i = k ∨ i + 1 = k ∨ i + 1 < k) with h | h | h
      · subst h
        rw [vec_normalized hd hb i (by omega), inner_eq_zero_symm.1 (hk i (by omega))]
        ring
      · subst h
        rw [vec_normalized hd hb i (by omega), hk (i + 1) (by omega)]
        ring
      · -- here `H` acts to the left and reaches only vectors before `k + 1`
        rw [← hH, recurrence (hb i (by omega)), inner_add_left, inner_add_left,
          inner_smul_left, inner_smul_left, inner_smul_left, hk i (by omega),
          hk (i + 1) (by omega), hk (i + 2) (by omega), ih k (by omega) (by omega) _ h]
        ring
    change ⟪_, (((coupling H d k)⁻¹ : ℝ) : ℂ) • residual H _ _⟫_ℂ = 0
    rw [inner_smul_right, key, mul_zero]

/-- With nonzero couplings, `k` applications of `H - w` to `d` stay in the span of the
Lanczos vectors up to number `k + 1`. -/
theorem krylov_mem (hb : ∀ k, k + 1 < n → coupling H d k ≠ 0) (w : ℂ) (k : ℕ) (hk : k < n) :
    ((H - w • 1) ^ k) d ∈ Submodule.span ℂ (vec H d '' Set.Iic (k + 1)) := by
  induction k with
  | zero => exact Submodule.subset_span ⟨1, by simp, rfl⟩
  | succ k ih =>
    have hle : Submodule.span ℂ (vec H d '' Set.Iic (k + 1)) ≤
        (Submodule.span ℂ (vec H d '' Set.Iic (k + 1 + 1))).comap (H - w • 1) := by
      refine Submodule.span_le.2 ?_
      rintro _ ⟨_ | i, hi, rfl⟩
      · exact Submodule.zero_mem _
      have hi' : i + 1 ≤ k + 1 := hi
      have hm : ∀ (c : ℂ), ∀ j ≤ k + 2, c • vec H d j ∈
          Submodule.span ℂ (vec H d '' Set.Iic (k + 1 + 1)) :=
        fun c j hj => Submodule.smul_mem _ c (Submodule.subset_span ⟨j, hj, rfl⟩)
      change H (vec H d (i + 1)) - w • vec H d (i + 1) ∈
        Submodule.span ℂ (vec H d '' Set.Iic (k + 1 + 1))
      rw [recurrence (hb i (by omega))]
      exact sub_mem (add_mem (add_mem (hm _ _ (by omega)) (hm _ _ (by omega)))
        (hm _ _ (by omega))) (hm _ _ (by omega))
    rw [pow_succ', Module.End.mul_apply]
    exact hle (ih (by omega))

/-- If `B` is the compression of a Hermitian `A` to a subspace containing the first `n` Krylov
vectors of `e`, both give `e` the same expectation of each polynomial of degree below `2n`. -/
theorem moments_match (V : F →ₗᵢ[ℂ] E) {A : E →ₗ[ℂ] E} {B : F →ₗ[ℂ] F} (hA : A.IsSymmetric)
    (hB : B.IsSymmetric) (hAB : ∀ x y, ⟪x, B y⟫_ℂ = ⟪V x, A (V y)⟫_ℂ) (e : F)
    (hK : ∀ k < n, ∃ x, V x = (A ^ k) (V e)) (p : ℂ[X]) (hp : p.natDegree < 2 * n) :
    ⟪e, aeval B p e⟫_ℂ = ⟪V e, aeval A p (V e)⟫_ℂ := by
  have hV : ∀ k < n, V ((B ^ k) e) = (A ^ k) (V e) := by
    intro k
    induction k with
    | zero => intro _; rfl
    | succ k ih =>
      intro hk
      obtain ⟨y, hy⟩ := hK (k + 1) hk
      rw [← hy]
      congr 1
      refine ext_inner_left ℂ fun x => ?_
      rw [pow_succ', Module.End.mul_apply, hAB, ih (by omega), ← V.inner_map_map x y, hy,
        pow_succ', Module.End.mul_apply]
  have hpow : ∀ k < 2 * n, ⟪e, (B ^ k) e⟫_ℂ = ⟪V e, (A ^ k) (V e)⟫_ℂ := by
    intro k hk
    obtain _ | k := k
    · exact (V.inner_map_map e e).symm
    -- leave one factor in the middle and split the others between bra and ket
    obtain ⟨i, j, hi, hj, rfl⟩ : ∃ i j, i < n ∧ j < n ∧ k = i + j :=
      ⟨k / 2, k - k / 2, by omega, by omega, by omega⟩
    rw [add_assoc, pow_add B i, pow_add A i, pow_succ' B j, pow_succ' A j]
    simp only [Module.End.mul_apply]
    rw [← hB.pow i, ← hA.pow i, hAB, hV i hi, hV j hj]
  rw [aeval_eq_sum_range' hp, aeval_eq_sum_range' hp]
  simp only [LinearMap.sum_apply, LinearMap.smul_apply, inner_sum, inner_smul_right]
  exact Finset.sum_congr rfl fun k hk => by rw [hpow k (Finset.mem_range.1 hk)]

/-- The damping polynomial `(Y² - x²) / (Y² + η²)`, for `Y` and `η` not both zero. -/
def damping (Y η : ℝ) : ℂ[X] :=
  C (((Y ^ 2 + η ^ 2)⁻¹ : ℝ) : ℂ) * (C ((Y ^ 2 : ℝ) : ℂ) - X ^ 2)

/-- For Hermitian `A` bounded by `Y`, the damping polynomial of `A` shrinks every vector at
least by the factor `Y² / (Y² + η²)`. -/
theorem norm_damping_le {A : F →ₗ[ℂ] F} (hA : A.IsSymmetric) {Y : ℝ}
    (hY : ∀ x, ‖A x‖ ≤ Y * ‖x‖) (η : ℝ) (x : F) :
    ‖aeval A (damping Y η) x‖ ≤ Y ^ 2 / (Y ^ 2 + η ^ 2) * ‖x‖ := by
  have e : aeval A (damping Y η) x =
      (((Y ^ 2 + η ^ 2)⁻¹ : ℝ) : ℂ) • (((Y ^ 2 : ℝ) : ℂ) • x - A (A x)) := by
    simp only [damping, map_mul, map_sub, aeval_C, aeval_X, Module.End.mul_apply,
      LinearMap.sub_apply, Module.algebraMap_end_apply, pow_two, smul_sub]
  have hre : RCLike.re ⟪((Y ^ 2 : ℝ) : ℂ) • x, A (A x)⟫_ℂ = Y ^ 2 * ‖A x‖ ^ 2 := by
    have hi : ⟪A x, A x⟫_ℂ = ((‖A x‖ ^ 2 : ℝ) : ℂ) :=
      (inner_self_eq_norm_sq_to_K (𝕜 := ℂ) _).trans (Complex.ofReal_pow _ 2).symm
    rw [inner_smul_left, ← hA x (A x), hi, Complex.conj_ofReal, ← Complex.ofReal_mul]
    exact Complex.ofReal_re _
  have h1 : ‖((Y ^ 2 : ℝ) : ℂ) • x - A (A x)‖ ≤ Y ^ 2 * ‖x‖ := by
    refine (sq_le_sq₀ (norm_nonneg _) (by positivity)).1 ?_
    rw [norm_sub_sq (𝕜 := ℂ), hre, norm_smul, Complex.norm_real,
      Real.norm_of_nonneg (sq_nonneg Y)]
    have h2 := pow_le_pow_left₀ (norm_nonneg _) (hY (A x)) 2
    have h3 : 0 ≤ Y ^ 2 * ‖A x‖ ^ 2 := by positivity
    rw [mul_pow] at h2
    linarith
  rw [e, norm_smul, Complex.norm_real, Real.norm_of_nonneg (by positivity), div_eq_inv_mul,
    mul_assoc]
  gcongr

/-- For Hermitian `A` the broadened operator `iη - A` stretches every vector at least by `η`. -/
theorem broadening_gap {A : F →ₗ[ℂ] F} (hA : A.IsSymmetric) (η : ℝ) (x : F) :
    η * ‖x‖ ≤ ‖(Complex.I * η) • x - A x‖ := by
  have him : (⟪x, A x⟫_ℂ).im = 0 :=
    Complex.conj_eq_iff_im.1 ((inner_conj_symm (A x) x).trans (hA x x))
  have hi : ⟪x, x⟫_ℂ = ((‖x‖ ^ 2 : ℝ) : ℂ) :=
    (inner_self_eq_norm_sq_to_K (𝕜 := ℂ) _).trans (Complex.ofReal_pow _ 2).symm
  have h : (⟪x, (Complex.I * η) • x - A x⟫_ℂ).im = η * ‖x‖ ^ 2 := by
    rw [inner_sub_right, inner_smul_right, hi, Complex.sub_im, him]
    simp only [Complex.mul_im, Complex.mul_re, Complex.I_re, Complex.I_im, Complex.ofReal_re,
      Complex.ofReal_im]
    ring
  have h2 := ((le_abs_self _).trans (Complex.abs_im_le_norm _)).trans
    (norm_inner_le_norm (𝕜 := ℂ) x ((Complex.I * η) • x - A x))
  rw [h] at h2
  rcases (norm_nonneg x).eq_or_lt with h0 | h0
  · rw [← h0, mul_zero]
    exact norm_nonneg _
  · exact le_of_mul_le_mul_left
      (by linarith [show ‖x‖ * (η * ‖x‖) = η * ‖x‖ ^ 2 by ring]) h0

/-- For `η > 0` and `n ≥ 1` one polynomial of degree below `2n` inverts `iη - x` up to the
`n`-th power of the damping polynomial. -/
theorem exists_approximant (Y : ℝ) {η : ℝ} (hη : 0 < η) (hn : 0 < n) :
    ∃ p : ℂ[X], p.natDegree < 2 * n ∧
      p * (C (Complex.I * η) - X) = 1 - damping Y η ^ n := by
  have hc : (1 : ℂ) = (((Y ^ 2 + η ^ 2)⁻¹ : ℝ) : ℂ) *
      (((Y ^ 2 : ℝ) : ℂ) - (Complex.I * η) ^ 2) := by
    have h := congrArg Complex.ofReal
      (inv_mul_cancel₀ (show Y ^ 2 + η ^ 2 ≠ 0 by positivity))
    rw [mul_pow, Complex.I_sq]
    push_cast at h ⊢
    linear_combination -h
  have hC : (1 : ℂ[X]) = C (((Y ^ 2 + η ^ 2)⁻¹ : ℝ) : ℂ) *
      (C ((Y ^ 2 : ℝ) : ℂ) - C (Complex.I * η) ^ 2) := by
    rw [← C_pow, ← C_sub, ← C_mul, ← hc, C_1]
  have hS : 1 - damping Y η = C (((Y ^ 2 + η ^ 2)⁻¹ : ℝ) : ℂ) *
      (-C (Complex.I * η) - X) * (C (Complex.I * η) - X) := by
    rw [damping]
    linear_combination hC
  refine ⟨C (((Y ^ 2 + η ^ 2)⁻¹ : ℝ) : ℂ) * (-C (Complex.I * η) - X) *
    ∑ k ∈ Finset.range n, damping Y η ^ k, ?_, ?_⟩
  · have h1 : (C (((Y ^ 2 + η ^ 2)⁻¹ : ℝ) : ℂ) *
        (-C (Complex.I * η) - X)).natDegree ≤ 1 := by compute_degree
    have h2 : (damping Y η).natDegree ≤ 2 := by
      unfold damping
      compute_degree
    have h3 : (∑ k ∈ Finset.range n, damping Y η ^ k).natDegree ≤ 2 * (n - 1) := by
      refine natDegree_sum_le_of_forall_le _ _ fun k hk => ?_
      have hk' := Finset.mem_range.1 hk
      exact (natDegree_pow_le.trans (Nat.mul_le_mul_left k h2)).trans (by omega)
    exact (natDegree_mul_le.trans (add_le_add h1 h3)).trans_lt (by omega)
  · rw [← mul_neg_geom_sum, hS]
    ring

/-- For Hermitian `A` bounded by `Y`, `η > 0` and unit `d`, a polynomial `p` with
`p (iη - x) = 1 - dampingⁿ` gives an expectation `⟨d, p(A) d⟩` that misses the Green function
`⟨d, u⟩`, where `(iη - A) u = d`, by at most `(1/η) (Y² / (Y² + η²))ⁿ`. -/
theorem approximant_error {A : F →ₗ[ℂ] F} (hA : A.IsSymmetric) {Y η : ℝ} (hη : 0 < η)
    (hY : ∀ x, ‖A x‖ ≤ Y * ‖x‖) {p : ℂ[X]}
    (hp : p * (C (Complex.I * η) - X) = 1 - damping Y η ^ n) {d u : F} (hd : ‖d‖ = 1)
    (hu : (Complex.I * η) • u - A u = d) :
    ‖⟪d, u⟫_ℂ - ⟪d, aeval A p d⟫_ℂ‖ ≤ 1 / η * (Y ^ 2 / (Y ^ 2 + η ^ 2)) ^ n := by
  have h : aeval A p d = u - (aeval A (damping Y η) ^ n) u := by
    have h1 : aeval A (C (Complex.I * η) - X) u = d := by
      rw [map_sub, aeval_C, aeval_X]
      exact hu
    rw [← h1, ← Module.End.mul_apply, ← map_mul, hp]
    simp
  have hpow : ∀ m : ℕ, ‖(aeval A (damping Y η) ^ m) u‖ ≤
      (Y ^ 2 / (Y ^ 2 + η ^ 2)) ^ m * ‖u‖ := by
    intro m
    induction m with
    | zero => simp
    | succ m ih =>
      rw [pow_succ' _ m, Module.End.mul_apply, pow_succ' _ m, mul_assoc]
      exact (norm_damping_le hA hY η _).trans (mul_le_mul_of_nonneg_left ih (by positivity))
  have hun : ‖u‖ ≤ 1 / η := by
    have h2 := broadening_gap hA η u
    rw [hu, hd] at h2
    rw [le_div_iff₀ hη]
    linarith
  rw [← inner_sub_right, h, sub_sub_cancel]
  calc _ ≤ ‖d‖ * ‖(aeval A (damping Y η) ^ n) u‖ := norm_inner_le_norm _ _
    _ ≤ (Y ^ 2 / (Y ^ 2 + η ^ 2)) ^ n * ‖u‖ := by rw [hd, one_mul]; exact hpow n
    _ ≤ (Y ^ 2 / (Y ^ 2 + η ^ 2)) ^ n * (1 / η) :=
      mul_le_mul_of_nonneg_left hun (by positivity)
    _ = _ := mul_comm _ _

/-- Error bound for the Lanczos Green function at energy `w + iη`, with `w` real and `n ≥ 1`: for
bounded self-adjoint `H` with `‖H - w‖ ≤ Y`, broadening `η > 0`, unit `d` and nonzero couplings, the
Green function of `H` in `d` and the 00 element of that of the `n` by `n` Lanczos matrix differ by
at most `(2/η) (Y² / (Y² + η²))ⁿ`. -/
theorem lanczos_resolvent_error [CompleteSpace E] (H : E →L[ℂ] E) (hH : IsSelfAdjoint H)
    (d : E) (hd : ‖d‖ = 1) (w η Y : ℝ) (hη : 0 < η) (hY : ‖H - (w : ℂ) • 1‖ ≤ Y)
    (n : ℕ) (hn : 0 < n) (hb : ∀ k, k + 1 < n → coupling (H : E →ₗ[ℂ] E) d k ≠ 0) :
    ‖⟪d, resolvent H ((w : ℂ) + η * Complex.I) d⟫_ℂ -
      (((w : ℂ) + η * Complex.I) • (1 : Matrix (Fin n) (Fin n) ℂ) -
        lanczosMatrix (H : E →ₗ[ℂ] E) d n)⁻¹ ⟨0, hn⟩ ⟨0, hn⟩‖ ≤
      2 / η * (Y ^ 2 / (Y ^ 2 + η ^ 2)) ^ n := by
  have hs : (H : E →ₗ[ℂ] E).IsSymmetric := ContinuousLinearMap.isSelfAdjoint_iff_isSymmetric.1 hH
  let T := lanczosMatrix (H : E →ₗ[ℂ] E) d n
  let M := ((w : ℂ) + η * Complex.I) • (1 : Matrix (Fin n) (Fin n) ℂ) - T
  let q : Fin n → E := fun i => vec (H : E →ₗ[ℂ] E) d (i + 1)
  have hq : Orthonormal ℂ q := by
    refine orthonormal_iff_ite.2 fun i j => ?_
    have ho := vec_orthogonal hs hd hb
    split_ifs with h
    · subst h
      exact vec_normalized hd hb i i.2
    · rcases lt_or_gt_of_ne (fun h' => h (Fin.ext h') : (i : ℕ) ≠ j) with h' | h'
      · exact ho (j + 1) (by omega) (i + 1) (by omega)
      · exact inner_eq_zero_symm.1 (ho (i + 1) (by omega) (j + 1) (by omega))
  -- coordinates with respect to the Lanczos vectors
  let c := WithLp.linearEquiv 2 ℂ (Fin n → ℂ)
  let V₀ : EuclideanSpace ℂ (Fin n) →ₗ[ℂ] E := Fintype.linearCombination ℂ q ∘ₗ c.toLinearMap
  have hVx : ∀ x, V₀ x = ∑ i, x.ofLp i • q i := fun x => rfl
  have hVi : ∀ x g, ⟪V₀ x, g⟫_ℂ = ∑ i, (starRingEnd ℂ) (x.ofLp i) * ⟪q i, g⟫_ℂ := by
    intro x g
    simp only [hVx, sum_inner, inner_smul_left]
  let V := V₀.isometryOfInner fun x y => by
    rw [hVi, PiLp.inner_apply]
    refine Finset.sum_congr rfl fun i _ => ?_
    rw [hVx, hq.inner_right_fintype]
    exact (mul_comm _ _).trans (RCLike.inner_apply _ _).symm
  let A : E →ₗ[ℂ] E := (H : E →ₗ[ℂ] E) - (w : ℂ) • 1
  let L : EuclideanSpace ℂ (Fin n) →ₗ[ℂ] EuclideanSpace ℂ (Fin n) :=
    c.symm.toLinearMap ∘ₗ T.mulVecLin ∘ₗ c.toLinearMap
  let B := L - (w : ℂ) • 1
  have hL : ∀ x y, ⟪x, L y⟫_ℂ = ⟪V x, H (V y)⟫_ℂ := by
    intro x y
    change _ = ⟪V₀ x, H (V₀ y)⟫_ℂ
    rw [hVi, PiLp.inner_apply]
    refine Finset.sum_congr rfl fun i _ => ?_
    have h : ⟪q i, H (V₀ y)⟫_ℂ = T.mulVec y.ofLp i := by
      simp only [hVx, map_sum, map_smul, inner_sum, inner_smul_right, Matrix.mulVec, dotProduct]
      exact Finset.sum_congr rfl fun j _ => mul_comm _ _
    rw [h]
    exact (RCLike.inner_apply _ _).trans (mul_comm _ _)
  have hAB : ∀ x y, ⟪x, B y⟫_ℂ = ⟪V x, A (V y)⟫_ℂ := by
    intro x y
    change ⟪x, L y - (w : ℂ) • y⟫_ℂ = ⟪V x, H (V y) - (w : ℂ) • V y⟫_ℂ
    rw [inner_sub_right, inner_sub_right, inner_smul_right, inner_smul_right,
      V.inner_map_map, hL]
  have hA : A.IsSymmetric := by
    intro x y
    change ⟪H x - (w : ℂ) • x, y⟫_ℂ = ⟪x, H y - (w : ℂ) • y⟫_ℂ
    rw [inner_sub_left, inner_sub_right, inner_smul_left, inner_smul_right,
      Complex.conj_ofReal]
    exact congrArg (· - _) (hs x y)
  have hB : B.IsSymmetric := fun x y => by
    rw [← inner_conj_symm, hAB, inner_conj_symm, hA, hAB]
  have hYA : ∀ x, ‖A x‖ ≤ Y * ‖x‖ := fun x =>
    (H - (w : ℂ) • 1).le_of_opNorm_le hY x
  have hYB : ∀ x, ‖B x‖ ≤ Y * ‖x‖ := by
    intro x
    have h := norm_inner_le_norm (𝕜 := ℂ) (V (B x)) (A (V x))
    rw [← hAB, inner_self_eq_norm_sq_to_K, norm_pow, RCLike.norm_ofReal, abs_norm,
      V.norm_map, sq] at h
    have h2 := hYA (V x)
    rw [V.norm_map] at h2
    rcases (norm_nonneg (B x)).eq_or_lt with h0 | h0
    · rw [← h0]
      exact (norm_nonneg _).trans h2
    · exact (le_of_mul_le_mul_left h h0).trans h2
  -- the resolvent of the Lanczos matrix exists
  have hop : ∀ x, (Complex.I * η) • x - B x = WithLp.toLp 2 (M.mulVec x.ofLp) := by
    intro x
    have h : WithLp.toLp 2 (M.mulVec x.ofLp) = ((w : ℂ) + η * Complex.I) • x - L x := by
      simp only [M, Matrix.sub_mulVec, Matrix.smul_mulVec, Matrix.one_mulVec]
      rfl
    rw [h]
    change _ - (L x - (w : ℂ) • x) = _
    module
  have hM : IsUnit M.det := by
    refine isUnit_iff_ne_zero.2 fun h => ?_
    obtain ⟨x, hx, hMx⟩ := Matrix.exists_mulVec_eq_zero_iff.2 h
    have h1 := broadening_gap hB η (WithLp.toLp 2 x)
    rw [hop, hMx, WithLp.toLp_zero, norm_zero] at h1
    have h2 : ‖WithLp.toLp 2 x‖ = 0 :=
      le_antisymm (nonpos_of_mul_nonpos_right h1 hη) (norm_nonneg _)
    exact hx (congrArg WithLp.ofLp (norm_eq_zero.1 h2))
  let e : EuclideanSpace ℂ (Fin n) := EuclideanSpace.single ⟨0, hn⟩ 1
  let u := WithLp.toLp 2 (M⁻¹.mulVec e.ofLp)
  have hu : (Complex.I * η) • u - B u = e := by
    rw [hop]
    change WithLp.toLp 2 (M.mulVec (M⁻¹.mulVec e.ofLp)) = e
    rw [Matrix.mulVec_mulVec, Matrix.mul_nonsing_inv _ hM, Matrix.one_mulVec]
  have h00 : ⟪e, u⟫_ℂ = M⁻¹ ⟨0, hn⟩ ⟨0, hn⟩ := by
    simp [e, u, EuclideanSpace.inner_single_left]
  -- the resolvent of `H` exists because its spectrum is real
  have hunit : IsUnit (algebraMap ℂ (E →L[ℂ] E) ((w : ℂ) + η * Complex.I) - H) := by
    refine spectrum.notMem_iff.1 fun hz => hη.ne' ?_
    simpa using congrArg Complex.im (hH.mem_spectrum_eq_re hz)
  have hr : (Complex.I * η) • resolvent H ((w : ℂ) + η * Complex.I) d -
      A (resolvent H ((w : ℂ) + η * Complex.I) d) = d := by
    have h : ((w : ℂ) + η * Complex.I) • resolvent H ((w : ℂ) + η * Complex.I) d -
        H (resolvent H ((w : ℂ) + η * Complex.I) d) = d :=
      congrArg (fun f : E →L[ℂ] E => f d) (Ring.mul_inverse_cancel _ hunit)
    refine Eq.trans ?_ h
    change _ - (H _ - (w : ℂ) • _) = _
    module
  have hVs : ∀ i, V (EuclideanSpace.single i 1) = q i := by
    intro i
    change V₀ _ = _
    rw [hVx]
    simp
  have hVe : V e = d := hVs _
  have hK : ∀ k < n, ∃ x, V x = (A ^ k) (V e) := by
    intro k hk
    have hle : Submodule.span ℂ (vec (H : E →ₗ[ℂ] E) d '' Set.Iic (k + 1)) ≤
        LinearMap.range V₀ := by
      refine Submodule.span_le.2 ?_
      rintro _ ⟨_ | i, hi, rfl⟩
      · exact Submodule.zero_mem _
      · have hi' : i + 1 ≤ k + 1 := hi
        exact ⟨EuclideanSpace.single ⟨i, by omega⟩ 1, hVs _⟩
    rw [hVe]
    exact hle (krylov_mem hb w k hk)
  -- the same polynomial approximates both Green functions
  obtain ⟨p, hdeg, hp⟩ := exists_approximant Y hη hn
  have h1 := approximant_error hA hη hYA hp hd hr
  have h2 := approximant_error hB hη hYB hp (by simp [e]) hu
  rw [moments_match V hA hB hAB e hK p hdeg, hVe, h00, norm_sub_rev] at h2
  calc _ ≤ _ := norm_sub_le_norm_sub_add_norm_sub _ ⟪d, aeval A p d⟫_ℂ _
    _ ≤ _ := add_le_add h1 h2
    _ = _ := by ring

end

end LanczosResolvent
```

```lean
#print axioms LanczosResolvent.lanczos_resolvent_error
```

```
'LanczosResolvent.lanczos_resolvent_error' depends on axioms: [propext, Classical.choice, Quot.sound]
```

## Hermiticity and rounding

The guarantee is for ideal recursion vectors; floating-point loss of orthogonality is not modelled.

Normality cannot replace Hermiticity: for $H=\begin{pmatrix}0&3\\-3&0\end{pmatrix}$, $d=(1,0)$, $w=0$, $\eta=2$, $Y=3$, $n=1$, the values are $0.4i$ and $-0.5i$. Their difference, $0.9$, exceeds the bound $9/13$.
